# The first depth-one Anderson average of a linear problem is independent of the mixing parameter β ≠ 0 when A f₀ ≠ 0

## The linear model and its two-point average

Let $V$ be a real inner-product space, $A:V\to V$ a linear map and $b\in V$ a fixed vector. The equation to be solved is $Ax=b$. The space may have any dimension, and $A$ need not be symmetric, positive or invertible. In Lean, `V →ₗ[ℝ] V` is the type of such maps, `⟪u, v⟫_ℝ` is the real inner product $\langle u,v\rangle$, and `•` multiplies a vector by a real number.

```lean
import Mathlib

open scoped InnerProductSpace

namespace AndersonDepthOne

noncomputable section

variable {V : Type*} [NormedAddCommGroup V] [InnerProductSpace ℝ V]
```

The residual at $x$ is

$$f(x)=b-Ax .$$

It vanishes exactly at a solution. In a self-consistent-field calculation, $x$ could be an input density and $f(x)$ the output density minus the input. That residual is in general nonlinear, and the form $b-Ax$ is its first-order model near a reference point.

```lean
/-- The residual `f(x) = b - A x` of the linear equation `A x = b`. -/
def residual (A : V →ₗ[ℝ] V) (b x : V) : V := b - A x
```

Two vectors are averaged with weights that add up to one:

$$(1-\theta)x+\theta y,\qquad \theta\in\mathbb R .$$

The weight $\theta$ may be negative or larger than one, so the average can extrapolate beyond the two points.

```lean
/-- The average of two vectors with weights `1 - θ` and `θ`, where `θ` is any real number. -/
def mix (θ : ℝ) (x y : V) : V := (1 - θ) • x + θ • y
```

Simple mixing with parameter $\beta$ takes $x$ to $x+\beta f(x)$. Here $\beta$ is a number; a preconditioner that acts differently on different components of the residual is not included.

```lean
/-- One step of simple mixing with parameter `β`: the residual, scaled by `β`, is added. -/
def simpleStep (A : V →ₗ[ℝ] V) (b : V) (β : ℝ) (x : V) : V := x + β • residual A b x
```

Depth-one Anderson acceleration keeps two points, $x$ and $y$, and chooses the weight that makes the averaged residual as short as possible. A weight $\theta$ is therefore called optimal if

$$\|(1-\theta)f(x)+\theta f(y)\|\le\|(1-t)f(x)+t f(y)\|\qquad\text{for every } t\in\mathbb R .$$

The predicate `IsAndersonWeight` states this inequality. It contains no formula for $\theta$ and does not presuppose that an optimal weight exists or that there is only one.

```lean
/-- The weight `θ` is optimal for the points `x` and `y` if no other weight gives
a smaller norm of the averaged residual. -/
def IsAndersonWeight (A : V →ₗ[ℝ] V) (b x y : V) (θ : ℝ) : Prop :=
  ∀ t : ℝ, ‖mix θ (residual A b x) (residual A b y)‖ ≤
    ‖mix t (residual A b x) (residual A b y)‖
```

One coefficient will recur. Writing $f=f(x)$ and assuming $Af\neq0$, set

$$s_*=\frac{\langle f,Af\rangle}{\|Af\|^2}.$$

This is `minResLength A b x`. It depends on $A$, $b$ and $x$, and no mixing parameter enters it. It multiplies the residual $f$ itself, which is not normalised, so the displacement $s_*f$ has norm $|s_*|\,\|f\|$.

```lean
/-- The coefficient `⟨f, A f⟩ / ‖A f‖²` by which the residual `f = f(x)` is multiplied in a
minimal-residual step, for `A f ≠ 0`. -/
def minResLength (A : V →ₗ[ℝ] V) (b x : V) : ℝ :=
  ⟪residual A b x, A (residual A b x)⟫_ℝ / ‖A (residual A b x)‖ ^ 2
```

## From two points to a line

Because the weights add up to one, the constant $b$ passes through the average unchanged:

$$b-A\big((1-\theta)x+\theta y\big)=(1-\theta)(b-Ax)+\theta(b-Ay).$$

The averaged residual, which the method minimises, is thus the true residual at the averaged point. For a nonlinear residual the two generally differ. In the proof, `simp only` unfolds the definitions and applies linearity, and `module` compares the coefficients of the vectors.

```lean
/-- The residual of an average is the average of the residuals. -/
theorem residual_mix (A : V →ₗ[ℝ] V) (b x y : V) (θ : ℝ) :
    residual A b (mix θ x y) = mix θ (residual A b x) (residual A b y) := by
  simp only [residual, mix, map_add, map_smul]
  module
```

Now let the second point be the simple-mixing successor of the first, $y=x+\beta f$. Then

$$(1-\theta)x+\theta(x+\beta f)=x+\theta\beta f .$$

The weight and the mixing parameter enter only through their product $\theta\beta$. When $\beta\neq0$, this product runs over all real numbers as $\theta$ does, so the available averages fill the whole line through $x$ in the direction $f$, provided $f\neq0$. The value of $\beta$ only fixes how that line is labelled by $\theta$.

```lean
/-- Averaging a point with its simple-mixing successor, with weight `θ` on the successor, adds `θ β`
times the point's own residual to it. -/
theorem mix_simpleStep (A : V →ₗ[ℝ] V) (b x : V) (β θ : ℝ) :
    mix θ x (simpleStep A b β x) = x + (θ * β) • residual A b x := by
  simp only [mix, simpleStep]
  module
```

## The residual along the line is a parabola

A displacement $sv$ changes the residual linearly:

$$f(x+sv)=b-Ax-sAv=f(x)-sAv .$$

```lean
/-- A displacement `s v` changes the residual by `-s A v`. -/
theorem residual_add_smul (A : V →ₗ[ℝ] V) (b x v : V) (s : ℝ) :
    residual A b (x + s • v) = residual A b x - s • A v := by
  simp only [residual, map_add, map_smul]
  module
```

Take $v=f=f(x)$ and expand the square:

$$\|f-sAf\|^2=\|f\|^2-2s\langle f,Af\rangle+s^2\|Af\|^2 .$$

Since $Af\neq0$, the coefficient of $s^2$ is positive and the square can be completed:

$$\|f-sAf\|^2=\|f\|^2-\frac{\langle f,Af\rangle^2}{\|Af\|^2}+(s-s_*)^2\|Af\|^2 .$$

The first two terms on the right do not depend on $s$, and the last is smallest at $s=s_*$ and nowhere else.

The condition $Af\neq0$ says that the residual responds when the point is moved along $f$. It also implies $f\neq0$, so the starting point is not already a solution.

In Lean, the `rw` line expands the squared norm of the difference and takes the factor $s$ out of the inner product and the norm. Then `field_simp` clears the denominators and `ring` verifies the polynomial identity that remains.

```lean
/-- Along the line `x + s f` with `f = f(x)` and `A f ≠ 0`, the squared residual norm is
a parabola in `s` with its vertex at `⟨f, A f⟩ / ‖A f‖²`. -/
theorem residual_line_sq (A : V →ₗ[ℝ] V) (b x : V) (s : ℝ)
    (hA : A (residual A b x) ≠ 0) :
    ‖residual A b (x + s • residual A b x)‖ ^ 2 =
      ‖residual A b x‖ ^ 2
        - ⟪residual A b x, A (residual A b x)⟫_ℝ ^ 2 / ‖A (residual A b x)‖ ^ 2
        + (s - minResLength A b x) ^ 2 * ‖A (residual A b x)‖ ^ 2 := by
  have hN : ‖A (residual A b x)‖ ≠ 0 := norm_ne_zero_iff.2 hA
  rw [residual_add_smul, norm_sub_sq_real, inner_smul_right, norm_smul, mul_pow,
    Real.norm_eq_abs, sq_abs, minResLength]
  -- complete the square in `s`
  field_simp
  ring
```

## The optimal weight is proportional to 1/β

The point with weight $\theta$ sits at $s=\theta\beta$, and the parabola has its only minimum at $s=s_*$. Hence $\theta$ is optimal exactly when

$$\theta\beta=s_*,\qquad\text{that is,}\qquad \theta=\frac{s_*}{\beta}.$$

Halving $\beta$ doubles the optimal weight. The condition $\beta\neq0$ ensures that the mixing step has moved; with $\beta=0$ the two points coincide and carry no information about how the residual changes.

The proof treats the two directions separately. Suppose first that $\theta$ is optimal. Comparing it with the weight $s_*/\beta$, squaring the inequality and inserting the parabola on both sides leaves

$$(\theta\beta-s_*)^2\|Af\|^2\le0 .$$

As $\|Af\|^2>0$, the first factor must vanish. This is the chain `h1` to `h4`. Conversely, let $\theta=s_*/\beta$ and let $t$ be any other weight. The squared residual norm at $t$ exceeds that at $\theta$ by $(t\beta-s_*)^2\|Af\|^2\ge0$. The lemma `sq_le_sq₀` carries this comparison of squares back to the norms, which are nonnegative.

```lean
/-- For `β ≠ 0` and `A f ≠ 0`, where `f = f(x)`, a weight is optimal for `x` and `x + β f`
exactly when it equals `⟨f, A f⟩ / ‖A f‖²` divided by `β`. -/
theorem isAndersonWeight_iff (A : V →ₗ[ℝ] V) (b x : V) {β : ℝ} (θ : ℝ) (hβ : β ≠ 0)
    (hA : A (residual A b x) ≠ 0) :
    IsAndersonWeight A b x (simpleStep A b β x) θ ↔ θ = minResLength A b x / β := by
  have hN : 0 < ‖A (residual A b x)‖ ^ 2 := pow_pos (norm_pos_iff.2 hA) 2
  constructor
  · intro h
    -- compare with the vertex of the parabola
    have h1 := h (minResLength A b x / β)
    simp only [← residual_mix, mix_simpleStep, div_mul_cancel₀ _ hβ] at h1
    have h2 := pow_le_pow_left₀ (norm_nonneg _) h1 2
    rw [residual_line_sq A b x (θ * β) hA,
      residual_line_sq A b x (minResLength A b x) hA, sub_self] at h2
    have h3 : (θ * β - minResLength A b x) ^ 2 * ‖A (residual A b x)‖ ^ 2 ≤ 0 := by
      linarith
    have h4 : (θ * β - minResLength A b x) ^ 2 = 0 :=
      le_antisymm (le_of_not_gt fun h => absurd (mul_pos h hN) (not_lt_of_ge h3))
        (sq_nonneg _)
    rw [eq_div_iff hβ]
    exact sub_eq_zero.1 (pow_eq_zero_iff two_ne_zero |>.1 h4)
  · rintro rfl t
    simp only [← residual_mix, mix_simpleStep, div_mul_cancel₀ _ hβ]
    rw [← sq_le_sq₀ (norm_nonneg _) (norm_nonneg _),
      residual_line_sq A b x (minResLength A b x) hA,
      residual_line_sq A b x (t * β) hA, sub_self]
    have := mul_nonneg (sq_nonneg (t * β - minResLength A b x)) hN.le
    linarith
```

## The average itself

Let $x_0$ be the starting point, $f_0=f(x_0)$ and $x_1=x_0+\beta f_0$. Inserting the optimal weight into the average gives

$$(1-\theta)x_0+\theta x_1=x_0+\frac{s_*}{\beta}\,\beta f_0
=x_0+\frac{\langle f_0,Af_0\rangle}{\|Af_0\|^2}\,f_0 ,$$

and $\beta$ has cancelled. This is the point that a single minimal-residual step from $x_0$ would reach.

The theorem `anderson_average` assumes $\beta\neq0$ and $Af_0\neq0$ and has two parts. The first, written with `∃!`, says that exactly one real weight is optimal. The second says that any optimal weight produces the average displayed above. Independence of $\beta$ can be read off from the right-hand side, where $\beta$ does not occur. Both parts follow from the characterisation of the optimal weight, and `div_mul_cancel₀` performs the cancellation.

The statement concerns the first average of a depth-one scheme applied to a linear residual. It says nothing about longer histories, later iterations or convergence.

```lean
/-- Let `f₀ = f(x₀)` with `A f₀ ≠ 0`, and let `x₁ = x₀ + β f₀` with `β ≠ 0`. There is exactly
one optimal weight, and the average it gives is `x₀ + (⟨f₀, A f₀⟩ / ‖A f₀‖²) f₀`,
independent of `β`. -/
theorem anderson_average (A : V →ₗ[ℝ] V) (b x₀ : V) {β : ℝ} (hβ : β ≠ 0)
    (hA : A (residual A b x₀) ≠ 0) :
    (∃! θ : ℝ, IsAndersonWeight A b x₀ (simpleStep A b β x₀) θ) ∧
    ∀ θ : ℝ, IsAndersonWeight A b x₀ (simpleStep A b β x₀) θ →
      mix θ x₀ (simpleStep A b β x₀) =
        x₀ + (⟪residual A b x₀, A (residual A b x₀)⟫_ℝ / ‖A (residual A b x₀)‖ ^ 2) •
          residual A b x₀ := by
  refine ⟨⟨minResLength A b x₀ / β, (isAndersonWeight_iff A b x₀ _ hβ hA).2 rfl,
    fun t ht => (isAndersonWeight_iff A b x₀ t hβ hA).1 ht⟩, fun θ h => ?_⟩
  -- the factor `β` in the step cancels the `1 / β` in the weight
  rw [mix_simpleStep, (isAndersonWeight_iff A b x₀ θ hβ hA).1 h, div_mul_cancel₀ _ hβ]
  rfl
```

## How much the residual shrinks

At $s=s_*$ the last term of the parabola is zero, so the average has squared residual norm

$$\|f_0\|^2-\frac{\langle f_0,Af_0\rangle^2}{\|Af_0\|^2}.$$

The residual is therefore never longer than $f_0$, and it is strictly shorter unless $\langle f_0,Af_0\rangle=0$. In that exceptional case $s_*=0$ and the average is $x_0$ itself. At the other extreme, if $Af_0$ is a nonzero multiple of $f_0$, the expression vanishes and the average solves the equation; in one dimension this always happens under the stated hypotheses.

The proof rewrites the average as a point on the line and evaluates the parabola there.

```lean
/-- For `β ≠ 0` and `A f₀ ≠ 0`, where `f₀ = f(x₀)`, the squared residual norm at the optimal average
of `x₀` and `x₀ + β f₀` is `‖f₀‖² - ⟨f₀, A f₀⟩² / ‖A f₀‖²`. -/
theorem anderson_residual_sq (A : V →ₗ[ℝ] V) (b x₀ : V) {β θ : ℝ} (hβ : β ≠ 0)
    (hA : A (residual A b x₀) ≠ 0)
    (hθ : IsAndersonWeight A b x₀ (simpleStep A b β x₀) θ) :
    ‖residual A b (mix θ x₀ (simpleStep A b β x₀))‖ ^ 2 =
      ‖residual A b x₀‖ ^ 2
        - ⟪residual A b x₀, A (residual A b x₀)⟫_ℝ ^ 2 / ‖A (residual A b x₀)‖ ^ 2 := by
  rw [mix_simpleStep, (isAndersonWeight_iff A b x₀ θ hβ hA).1 hθ, div_mul_cancel₀ _ hβ,
    residual_line_sq A b x₀ _ hA]
  ring
```

## Where the mixing parameter comes back

The Anderson update usually does not stop at the average. Call the average $p$. The next iterate adds the averaged residual, which in the linear model equals $f(p)$, scaled by the mixing parameter:

$$x_2=p+\beta f(p).$$

Suppose a second run starts from the same $x_0$ with $\beta'\neq0$ in both of its mixing steps. Its average is the same $p$, so its next iterate is $p+\beta'f(p)$. The two iterates agree exactly when

$$(\beta-\beta')f(p)=0,$$

that is, when $\beta=\beta'$ or $p$ already solves the equation. For the first accelerated step of a self-consistency iteration in this linear, depth-one model, the choice of $\beta$ thus has no influence on the average and acts only through the residual added afterwards.

The theorem `next_iterate_eq_iff` takes an optimal weight for each run, $\theta$ and $\theta'$. The proof first replaces both averages by the common formula, then names that point `p` with `generalize`. What remains is the short equation above, settled by the fact that a scalar multiple of a vector vanishes only if the scalar or the vector does.

```lean
/-- Let `f₀ = f(x₀)` with `A f₀ ≠ 0`, and follow the optimal average of `x₀` and its simple-mixing
successor by a simple-mixing step with the same parameter as the first step. Two nonzero parameters
`β` and `β'` lead to the same point exactly when they are equal or the residual at the average
vanishes. -/
theorem next_iterate_eq_iff (A : V →ₗ[ℝ] V) (b x₀ : V) {β β' θ θ' : ℝ}
    (hβ : β ≠ 0) (hβ' : β' ≠ 0) (hA : A (residual A b x₀) ≠ 0)
    (hθ : IsAndersonWeight A b x₀ (simpleStep A b β x₀) θ)
    (hθ' : IsAndersonWeight A b x₀ (simpleStep A b β' x₀) θ') :
    simpleStep A b β (mix θ x₀ (simpleStep A b β x₀)) =
        simpleStep A b β' (mix θ' x₀ (simpleStep A b β' x₀)) ↔
      β = β' ∨ residual A b (mix θ x₀ (simpleStep A b β x₀)) = 0 := by
  -- both averages are the same point `p`
  rw [(anderson_average A b x₀ hβ hA).2 θ hθ, (anderson_average A b x₀ hβ' hA).2 θ' hθ']
  generalize x₀ + (⟪residual A b x₀, A (residual A b x₀)⟫_ℝ /
    ‖A (residual A b x₀)‖ ^ 2) • residual A b x₀ = p
  constructor
  · intro h
    unfold simpleStep at h
    have h' : (β - β') • residual A b p = 0 := by
      rw [sub_smul, sub_eq_zero]
      exact add_left_cancel h
    exact (smul_eq_zero.1 h').imp sub_eq_zero.1 id
  · rintro (h | h)
    · rw [h]
    · simp only [simpleStep, h, smul_zero]
```

## When the residual does not respond

If $Af_0=0$, then

$$f(x_0+sf_0)=f_0\qquad\text{for every } s .$$

The residual is constant along the line, and every weight is optimal. If in addition $f_0\neq0$ and $\beta\neq0$, different weights give different averages, and minimisation does not select one of them. This is the situation that the hypothesis $Af_0\neq0$ excludes from the main theorem. In the proof, both sides of the defining inequality reduce to the same norm.

```lean
/-- If `A f₀ = 0`, where `f₀ = f(x₀)`, every weight is optimal for `x₀` and `x₀ + β f₀`. -/
theorem every_weight_optimal (A : V →ₗ[ℝ] V) (b x₀ : V) (β θ : ℝ)
    (hA : A (residual A b x₀) = 0) :
    IsAndersonWeight A b x₀ (simpleStep A b β x₀) θ := by
  intro t
  simp only [← residual_mix, mix_simpleStep, residual_add_smul, hA, smul_zero, le_refl]

end

end AndersonDepthOne
```

## Defining the weight by a formula

The weight could also have been modelled by the least-squares expression

$$\theta=\frac{\langle f_0,f_0-f_1\rangle}{\|f_0-f_1\|^2},\qquad f_1=f(x_1).$$

Since $f_0-f_1=\beta Af_0$, this equals $s_*/\beta$ whenever $\beta\neq0$ and $Af_0\neq0$, and the formula for the average would follow by substitution. The theorem would then be about that particular number, and its minimising property and uniqueness would need a separate statement. The degenerate case would also look different: Lean evaluates division by zero as zero, so for $Af_0=0$ the formula would return the weight $0$ and the average $x_0$, concealing that all weights are equally good. With the definition by minimality, that ambiguity stays visible.

```lean
#print axioms AndersonDepthOne.anderson_average
#print axioms AndersonDepthOne.anderson_residual_sq
#print axioms AndersonDepthOne.next_iterate_eq_iff
#print axioms AndersonDepthOne.every_weight_optimal
```

```
'AndersonDepthOne.anderson_average' depends on axioms: [propext, Classical.choice, Quot.sound]
'AndersonDepthOne.anderson_residual_sq' depends on axioms: [propext, Classical.choice, Quot.sound]
'AndersonDepthOne.next_iterate_eq_iff' depends on axioms: [propext, Classical.choice, Quot.sound]
'AndersonDepthOne.every_weight_optimal' depends on axioms: [propext, Classical.choice, Quot.sound]
```
